# For Hermitian H and positive definite S, the residual of a normalised trial vector bounds the distance from a real trial energy to the nearest generalised eigenvalue

When an iterative solver for $Hc = eSc$ is stopped early, the residual $r = Hc - \mu Sc$ of its current vector $c$ and real energy $\mu$ can be turned into an error bar on that energy. If $H$ is Hermitian, $S$ is positive definite and $c^H S c = 1$, some generalised eigenvalue $e$ of the pair satisfies $(e-\mu)^2 \le r^H S^{-1} r$. Here a superscript $H$ denotes the conjugate transpose.

```lean
import Mathlib

open Matrix
open scoped ComplexOrder

namespace GeneralisedResidualBound

noncomputable section

variable {n : Type*} [Fintype n] [DecidableEq n]

/-- A real number `e` is a level of the pair `(H, S)` if `H v = e S v` for some nonzero `v`. -/
def IsLevel (H S : Matrix n n ℂ) (e : ℝ) : Prop :=
  ∃ v : n → ℂ, v ≠ 0 ∧ H *ᵥ v = (e : ℂ) • (S *ᵥ v)

/-- The residual vector `r = H c - μ S c` of a trial vector `c` and a trial energy `μ`. -/
def residual (H S : Matrix n n ℂ) (μ : ℝ) (c : n → ℂ) : n → ℂ :=
  H *ᵥ c - (μ : ℂ) • (S *ᵥ c)

/-- The squared residual: the real part of `r^H S⁻¹ r`, with `r` the residual vector. -/
def residualSq (H S : Matrix n n ℂ) (μ : ℝ) (c : n → ℂ) : ℝ :=
  (star (residual H S μ c) ⬝ᵥ (S⁻¹ *ᵥ residual H S μ c)).re

/-- The energy expression of a trial vector: the real part of `c^H H c`. -/
def energy (H : Matrix n n ℂ) (c : n → ℂ) : ℝ :=
  (star c ⬝ᵥ (H *ᵥ c)).re

/-- For a Hermitian matrix `A` there is a unitary matrix `V` whose columns are eigenvectors of `A`.
-/
theorem exists_unitary_eigenvectors {A : Matrix n n ℂ} (hA : A.IsHermitian) :
    ∃ V : Matrix n n ℂ, Vᴴ * V = 1 ∧
      A * V = V * diagonal (fun i => (hA.eigenvalues i : ℂ)) := by
  refine ⟨hA.eigenvectorUnitary, ?_, ?_⟩
  · exact Matrix.mem_unitaryGroup_iff'.1 hA.eigenvectorUnitary.2
  · ext i j
    have h := congrFun (hA.mulVec_eigenvectorBasis j) i
    rw [Matrix.mul_diagonal]
    simp only [Matrix.mul_apply, Matrix.IsHermitian.eigenvectorUnitary_apply]
    simp only [Matrix.mulVec, dotProduct, Pi.smul_apply, Complex.real_smul] at h
    exact h.trans (mul_comm _ _)

/-- A basis with positive definite overlap matrix `S` can be orthonormalised:
some `X` satisfies `X^H S X = 1`. -/
theorem exists_orthonormalising {S : Matrix n n ℂ} (hS : S.PosDef) :
    ∃ X : Matrix n n ℂ, Xᴴ * S * X = 1 := by
  obtain ⟨V, hV, hSV⟩ := exists_unitary_eigenvectors hS.isHermitian
  -- rescale each eigenvector of `S` by the inverse root of its eigenvalue
  obtain ⟨T, hT⟩ : ∃ T : Matrix n n ℂ, T = diagonal
      (fun i => (((Real.sqrt (hS.isHermitian.eigenvalues i))⁻¹ : ℝ) : ℂ)) := ⟨_, rfl⟩
  have hTh : Tᴴ = T := by
    rw [hT, diagonal_conjTranspose]
    congr 1
    funext i
    exact Complex.conj_ofReal _
  have hTDT : T * diagonal (fun i => (hS.isHermitian.eigenvalues i : ℂ)) * T = 1 := by
    rw [hT, diagonal_mul_diagonal, diagonal_mul_diagonal, ← diagonal_one]
    congr 1
    funext i
    have hp := hS.eigenvalues_pos i
    have hq : ∀ q : ℝ, q ≠ 0 → q⁻¹ * (q * q) * q⁻¹ = 1 := fun q hq => by field_simp
    have h := hq _ (Real.sqrt_pos.2 hp).ne'
    rw [Real.mul_self_sqrt hp.le] at h
    exact_mod_cast h
  refine ⟨V * T, ?_⟩
  calc (V * T)ᴴ * S * (V * T) = T * (Vᴴ * (S * V)) * T := by
        rw [conjTranspose_mul, hTh]; simp only [Matrix.mul_assoc]
    _ = 1 := by rw [hSV, ← Matrix.mul_assoc Vᴴ, hV, Matrix.one_mul, hTDT]

/-- The pair `(H, S)` has a complete set of `S`-orthonormal generalised eigenvectors,
the columns of `X`, with real eigenvalues `E`. -/
theorem exists_normal_modes {H S : Matrix n n ℂ} (hH : H.IsHermitian) (hS : S.PosDef) :
    ∃ (X : Matrix n n ℂ) (E : n → ℝ), Xᴴ * S * X = 1 ∧
      H * X = S * X * diagonal (fun i => (E i : ℂ)) := by
  obtain ⟨Y, hY⟩ := exists_orthonormalising hS
  have hA : (Yᴴ * H * Y).IsHermitian := by
    change (Yᴴ * H * Y)ᴴ = Yᴴ * H * Y
    rw [conjTranspose_mul, conjTranspose_mul, conjTranspose_conjTranspose, hH.eq,
      Matrix.mul_assoc]
  obtain ⟨V, hV, hAV⟩ := exists_unitary_eigenvectors hA
  have hSY : S * Y * Yᴴ = 1 := mul_eq_one_comm.1 (by rw [← Matrix.mul_assoc]; exact hY)
  refine ⟨Y * V, hA.eigenvalues, ?_, ?_⟩
  · calc (Y * V)ᴴ * S * (Y * V) = Vᴴ * (Yᴴ * S * Y) * V := by
          rw [conjTranspose_mul]; simp only [Matrix.mul_assoc]
      _ = 1 := by rw [hY, Matrix.mul_one, hV]
  · calc H * (Y * V) = (S * Y * Yᴴ) * (H * (Y * V)) := by rw [hSY, Matrix.one_mul]
      _ = S * Y * (Yᴴ * H * Y * V) := by simp only [Matrix.mul_assoc]
      _ = _ := by rw [hAV]; simp only [Matrix.mul_assoc]

/-- If `A^H B` is diagonal with real entries `d i`, the real part of `(A a)^H (B a)` is the sum of
`d i * ‖a i‖ ^ 2`. -/
theorem quad_modes (A B : Matrix n n ℂ) (a : n → ℂ) (d : n → ℝ)
    (h : Aᴴ * B = diagonal (fun i => (d i : ℂ))) :
    (star (A *ᵥ a) ⬝ᵥ (B *ᵥ a)).re = ∑ i, d i * ‖a i‖ ^ 2 := by
  rw [star_mulVec, ← dotProduct_mulVec, mulVec_mulVec, h]
  simp only [dotProduct, mulVec_diagonal, Pi.star_apply, Complex.re_sum]
  refine Finset.sum_congr rfl fun i _ => ?_
  rw [← Complex.normSq_eq_norm_sq, Complex.normSq_apply]
  simp only [Complex.star_def, Complex.mul_re, Complex.mul_im, Complex.conj_re,
    Complex.conj_im, Complex.ofReal_re, Complex.ofReal_im]
  ring

/-- Every trial vector distributes nonnegative weights `w` over levels `E`, and its squared norm
`c^H S c`, energy and squared residual are the sums of `w`, `E w` and `(E - μ)² w`. -/
theorem exists_spectral_weights {H S : Matrix n n ℂ} (hH : H.IsHermitian) (hS : S.PosDef)
    (c : n → ℂ) :
    ∃ E w : n → ℝ, (∀ i, IsLevel H S (E i)) ∧ (∀ i, 0 ≤ w i) ∧
      (star c ⬝ᵥ (S *ᵥ c)).re = ∑ i, w i ∧ energy H c = ∑ i, E i * w i ∧
      ∀ μ : ℝ, residualSq H S μ c = ∑ i, (E i - μ) ^ 2 * w i := by
  obtain ⟨X, E, hX, hHX⟩ := exists_normal_modes hH hS
  have hXX : X * (Xᴴ * S) = 1 := mul_eq_one_comm.1 hX
  have hSX : S * X * Xᴴ = 1 := mul_eq_one_comm.1 (by rw [← Matrix.mul_assoc]; exact hX)
  have hinv : S⁻¹ = X * Xᴴ := inv_eq_right_inv (by rw [← Matrix.mul_assoc]; exact hSX)
  -- expand the trial vector in the modes
  obtain ⟨a, rfl⟩ : ∃ a, c = X *ᵥ a :=
    ⟨(Xᴴ * S) *ᵥ c, by rw [mulVec_mulVec, hXX, one_mulVec]⟩
  refine ⟨E, fun i => ‖a i‖ ^ 2, fun i => ⟨X *ᵥ Pi.single i 1, ?_, ?_⟩,
    fun i => sq_nonneg ‖a i‖, ?_, ?_, fun μ => ?_⟩
  · intro h0
    have h1 : (Xᴴ * S * X) *ᵥ (Pi.single i 1 : n → ℂ) = 0 := by
      rw [← mulVec_mulVec, h0, mulVec_zero]
    rw [hX, one_mulVec] at h1
    have h2 := congrFun h1 i
    simp at h2
  · have hD : diagonal (fun k => (E k : ℂ)) *ᵥ (Pi.single i 1 : n → ℂ)
        = (E i : ℂ) • (Pi.single i 1 : n → ℂ) := by
      funext k
      rw [mulVec_diagonal]
      rcases eq_or_ne k i with rfl | h
      · simp
      · simp [h]
    rw [mulVec_mulVec, hHX, ← mulVec_mulVec, hD, mulVec_smul, mulVec_mulVec]
  · rw [mulVec_mulVec, quad_modes X (S * X) a (fun _ => 1)
      (by rw [← Matrix.mul_assoc, hX]; simp)]
    simp
  · unfold energy
    rw [mulVec_mulVec, quad_modes X (H * X) a E
      (by rw [hHX, ← Matrix.mul_assoc, ← Matrix.mul_assoc, hX, Matrix.one_mul])]
  · -- in the modes the residual has components `(E i - μ) a i`
    obtain ⟨G, hG⟩ : ∃ G : Matrix n n ℂ,
        G = diagonal (fun i => ((E i - μ : ℝ) : ℂ)) := ⟨_, rfl⟩
    have hGs : G = diagonal (fun i => (E i : ℂ)) - (μ : ℂ) • (1 : Matrix n n ℂ) := by
      rw [hG]
      ext i j
      rcases eq_or_ne i j with rfl | h
      · simp
      · simp [h]
    have hGh : Gᴴ = G := by
      rw [hG, diagonal_conjTranspose]
      congr 1
      funext i
      exact Complex.conj_ofReal _
    have hr : residual H S μ (X *ᵥ a) = (S * X * G) *ᵥ a := by
      unfold residual
      rw [mulVec_mulVec, mulVec_mulVec, hHX, hGs, Matrix.mul_sub, Matrix.mul_smul,
        Matrix.mul_one, sub_mulVec, smul_mulVec]
    have h1 : X * Xᴴ * (S * X * G) = X * G := by
      calc X * Xᴴ * (S * X * G) = X * (Xᴴ * S * X) * G := by simp only [Matrix.mul_assoc]
        _ = X * G := by rw [hX, Matrix.mul_one]
    have h2 : (S * X * G)ᴴ * (X * G) = G * G := by
      rw [conjTranspose_mul, conjTranspose_mul, hS.isHermitian.eq, hGh]
      calc G * (Xᴴ * S) * (X * G) = G * (Xᴴ * S * X) * G := by simp only [Matrix.mul_assoc]
        _ = G * G := by rw [hX, Matrix.mul_one]
    unfold residualSq
    rw [hr, hinv, mulVec_mulVec, h1]
    refine quad_modes (S * X * G) (X * G) a (fun i => (E i - μ) ^ 2) ?_
    rw [h2, hG, diagonal_mul_diagonal]
    congr 1
    funext i
    push_cast
    ring

/-- For any nonzero trial vector, some level `e` satisfies
`(e - μ)² c^H S c ≤ r^H S⁻¹ r`. -/
theorem residual_bound_unnormalised {H S : Matrix n n ℂ} (hH : H.IsHermitian) (hS : S.PosDef)
    {c : n → ℂ} (hc : c ≠ 0) (μ : ℝ) :
    ∃ e : ℝ, IsLevel H S e ∧
      (e - μ) ^ 2 * (star c ⬝ᵥ (S *ᵥ c)).re ≤ residualSq H S μ c := by
  obtain ⟨E, w, hl, hw, hN, -, hR⟩ := exists_spectral_weights hH hS c
  obtain ⟨j, -⟩ := Function.ne_iff.1 hc
  -- take the level nearest to `μ`
  obtain ⟨i, -, hi⟩ := Finset.exists_min_image Finset.univ (fun i => (E i - μ) ^ 2)
    ⟨j, Finset.mem_univ j⟩
  refine ⟨E i, hl i, ?_⟩
  rw [hN, hR, Finset.mul_sum]
  exact Finset.sum_le_sum fun k _ =>
    mul_le_mul_of_nonneg_right (hi k (Finset.mem_univ k)) (hw k)

/-- Residual bound: for a trial vector with `c^H S c = 1` and any real `μ`, some generalised
eigenvalue `e` of `(H, S)` satisfies `(e - μ)² ≤ r^H S⁻¹ r`. -/
theorem residual_bound {H S : Matrix n n ℂ} (hH : H.IsHermitian) (hS : S.PosDef)
    {c : n → ℂ} (hc : star c ⬝ᵥ (S *ᵥ c) = 1) (μ : ℝ) :
    ∃ e : ℝ, IsLevel H S e ∧ (e - μ) ^ 2 ≤ residualSq H S μ c := by
  have h0 : c ≠ 0 := by
    rintro rfl
    simp at hc
  obtain ⟨e, he, hb⟩ := residual_bound_unnormalised hH hS h0 μ
  rw [hc, Complex.one_re, mul_one] at hb
  exact ⟨e, he, hb⟩

/-- For a normalised trial vector the squared residual at `μ` is its value at the energy
`c^H H c` plus the squared distance of `μ` from that energy. -/
theorem residualSq_eq_add_sq {H S : Matrix n n ℂ} (hH : H.IsHermitian) (hS : S.PosDef)
    {c : n → ℂ} (hc : star c ⬝ᵥ (S *ᵥ c) = 1) (μ : ℝ) :
    residualSq H S μ c = residualSq H S (energy H c) c + (μ - energy H c) ^ 2 := by
  obtain ⟨E, w, -, -, hN, hE, hR⟩ := exists_spectral_weights hH hS c
  have h1 : ∑ i, w i = 1 := by rw [← hN, hc, Complex.one_re]
  -- the squared residual is a quadratic polynomial in the trial energy
  have key : ∀ m : ℝ, ∑ i, (E i - m) ^ 2 * w i
      = ∑ i, E i ^ 2 * w i - 2 * m * ∑ i, E i * w i + m ^ 2 * ∑ i, w i := by
    intro m
    rw [Finset.mul_sum, Finset.mul_sum, ← Finset.sum_sub_distrib, ← Finset.sum_add_distrib]
    exact Finset.sum_congr rfl fun i _ => by ring
  rw [hR μ, hR (energy H c), key μ, key (energy H c), h1, ← hE]
  ring

/-- For a normalised generalised eigenvector with eigenvalue `e`, the squared residual at `μ`
is exactly `(e - μ)²`. -/
theorem residualSq_of_eigenvector {H S : Matrix n n ℂ} (hH : H.IsHermitian) (hS : S.PosDef)
    {c : n → ℂ} (hc : star c ⬝ᵥ (S *ᵥ c) = 1) {e : ℝ}
    (he : H *ᵥ c = (e : ℂ) • (S *ᵥ c)) (μ : ℝ) :
    residualSq H S μ c = (e - μ) ^ 2 := by
  have h1 : energy H c = e := by
    unfold energy
    rw [he, dotProduct_smul, hc]
    simp
  have h2 : residualSq H S e c = 0 := by
    unfold residualSq residual
    rw [he, sub_self]
    simp
  rw [residualSq_eq_add_sq hH hS hc μ, h1, h2]
  ring

end

end GeneralisedResidualBound
```

```lean
#print axioms GeneralisedResidualBound.residual_bound
#print axioms GeneralisedResidualBound.residualSq_of_eigenvector
```

```
'GeneralisedResidualBound.residual_bound' depends on axioms: [propext, Classical.choice, Quot.sound]
'GeneralisedResidualBound.residualSq_of_eigenvector' depends on axioms: [propext, Classical.choice, Quot.sound]
```

## Matrices, levels and the residual in words

The matrices $H$ and $S$ are complex and indexed by a finite type `n`, whose elements label the basis functions. `H.IsHermitian` says $H^H = H$. `S.PosDef` says that $S$ is Hermitian and that $v^H S v > 0$ for every nonzero $v$; for an overlap matrix, this means that the basis functions are linearly independent.

`IsLevel H S e` says that the real number $e$ has a nonzero vector $v$ with $Hv = eSv$. The trial vector is `c`, and its conjugated product with another vector is written `star c ⬝ᵥ`. The definition `residualSq` is the real part of $r^H S^{-1} r$, and `energy` is the real part of $c^H H c$. Both expressions are already real for Hermitian $H$ and positive definite $S$, so taking the real part loses nothing. For a normalised $c$, `energy H c` is the energy expectation value; for other vectors it has not been divided by $c^H S c$.

Every theorem about the pair $(H, S)$ assumes that $H$ is Hermitian and $S$ is positive definite, even where its docstring does not repeat this. The main theorem, `residual_bound`, takes a vector with $c^H S c = 1$ and any real $\mu$, and gives a level $e$ with $(e-\mu)^2 \le r^H S^{-1} r$. For an arbitrary nonzero vector, `residual_bound_unnormalised` gives

$$(e-\mu)^2\, c^H S c \le r^H S^{-1} r .$$

## The inverse overlap as the metric of the residual

Let the basis functions be $\chi_p$, with $S_{pq} = \langle \chi_p|\chi_q\rangle$ and $H_{pq} = \langle \chi_p|\hat H|\chi_q\rangle$, and let $\psi = \sum_q c_q \chi_q$. Then $r_p = \langle \chi_p|(\hat H - \mu)\psi\rangle$. These numbers are overlaps with non-orthogonal functions, and $r^H S^{-1} r$ is the squared norm of the orthogonal projection of $(\hat H-\mu)\psi$ onto the span of the basis.

The bound therefore concerns the levels of the matrix pair. It contains no estimate of the basis-set error, and it does not say whether the nearby level is the ground state or an excited one. In a Hartree–Fock or Kohn–Sham calculation in a finite basis, it applies to the orbital energies of one fixed Fock or Kohn–Sham matrix, and not to the error in self-consistency.

## Expansion in S-orthonormal modes

First diagonalise the overlap: $SV = V\,\mathrm{diag}(s_i)$ with $V^H V = 1$ and all $s_i > 0$. With $T = \mathrm{diag}(s_i^{-1/2})$ and $Y = VT$,

$$Y^H S Y = T V^H S V T = T\,\mathrm{diag}(s_i)\,T = 1 .$$

The matrix $Y^H H Y$ is Hermitian, so $Y^H H Y U = U D$ for a matrix $U$ with $U^H U = 1$ and a real diagonal matrix $D = \mathrm{diag}(E_i)$. Put $X = YU$. Then $X^H S X = U^H U = 1$. Since $Y$ is square, $Y^H S Y = 1$ also gives $SYY^H = 1$, and hence

$$HX = SYY^H H Y U = SYUD = SXD .$$

Each column of $X$ is thus a generalised eigenvector with eigenvalue $E_i$. It is nonzero because $X^H S X = 1$.

The same relation between left and right inverses gives $XX^H S = 1$ and $S^{-1} = XX^H$. Set $a = X^H S c$, so that $c = Xa$, and let $w_i = |a_i|^2 \ge 0$. Then

$$c^H S c = a^H a = \sum_i w_i, \qquad c^H H c = a^H X^H S X D a = \sum_i E_i w_i .$$

With $G = D - \mu 1$, the residual is $r = HXa - \mu SXa = SXGa$. Therefore

$$r^H S^{-1} r = a^H G\,(X^H S X)(X^H S X)\,G a = a^H G^2 a = \sum_i (E_i-\mu)^2 w_i .$$

Now let $c$ be nonzero, so that there is at least one index, and choose $i$ such that $E_i$ is nearest to $\mu$. Every term with index $k$ satisfies $(E_k-\mu)^2 w_k \ge (E_i-\mu)^2 w_k$, and summation over $k$ gives

$$r^H S^{-1} r \ge (E_i-\mu)^2 \sum_k w_k = (E_i-\mu)^2\, c^H S c .$$

For a normalised vector the last factor is 1, which is the stated bound.

## The same steps in Lean

`exists_unitary_eigenvectors` puts Mathlib's spectral theorem into the form $AV = V\,\mathrm{diag}$. It is used for $S$ in `exists_orthonormalising` and for $Y^H H Y$ in `exists_normal_modes`, where the file again writes `V` for the matrix called $U$ above. The step from a left inverse to a right inverse is `mul_eq_one_comm`.

The three sums come from one lemma, `quad_modes`: if $A^H B = \mathrm{diag}(d_i)$, the real part of $(Aa)^H(Ba)$ is $\sum_i d_i |a_i|^2$. In `exists_spectral_weights` it is applied to the pairs $(X, SX)$, $(X, HX)$ and $(SXG, XG)$, which give the squared norm $c^H S c$, the energy and the squared residual. The vector `Pi.single i 1` picks out column $i$ of $X$ to show that $E_i$ is a level. The levels and weights are fixed before $\mu$ is chosen, so one set serves all trial energies.

In `residual_bound_unnormalised`, `Finset.exists_min_image` finds the nearest level, and `Finset.sum_le_sum` compares the sums term by term. `residual_bound` then notes that a normalised vector is nonzero and inserts $c^H S c = 1$.

## The best trial energy and the case of equality

For a normalised vector, write $\varepsilon = c^H H c$. Expanding the square gives

$$\sum_i (E_i-\mu)^2 w_i = \sum_i E_i^2 w_i - 2\mu\varepsilon + \mu^2 .$$

At $\mu = \varepsilon$ the right-hand side is $\sum_i E_i^2 w_i - \varepsilon^2$, so the squared residual at $\mu$ exceeds its value at $\varepsilon$ by $(\mu-\varepsilon)^2$. This is `residualSq_eq_add_sq`, in which `key` is the expansion. For a given normalised vector, the expectation value is therefore the trial energy with the smallest value of $r^H S^{-1} r$.

If $c$ is a normalised generalised eigenvector with eigenvalue $e$, then $r = (e-\mu)Sc$ and $r^H S^{-1} r = (e-\mu)^2$. The theorem `residualSq_of_eigenvector` obtains this from the previous identity, since the energy is $e$ and the residual at $e$ vanishes. When $\mu$ differs from $e$ but has no closer level, the bound holds with equality, so its right-hand side cannot be multiplied by a constant smaller than 1.

## Weight on distant levels

The sum over modes also limits how much of a normalised trial vector can sit far from $\mu$. For any $\delta > 0$, keeping only the terms with $|E_i - \mu| \ge \delta$ gives

$$\sum_{|E_i-\mu|\ge\delta} w_i \le \frac{r^H S^{-1} r}{\delta^2} .$$

A small residual thus places most of the vector on levels near $\mu$. This estimate is a by-product of the derivation and is not among the theorems in the file.

## A non-Hermitian matrix that violates the bound

Take $S = 1$, $\mu = 1$ and

$$H = \begin{pmatrix} 0 & 1 \\ 0 & 0 \end{pmatrix}, \qquad c = \frac{1}{\sqrt 2}\begin{pmatrix} 1 \\ 1 \end{pmatrix}, \qquad r = Hc - c = \frac{1}{\sqrt 2}\begin{pmatrix} 0 \\ -1 \end{pmatrix} .$$

The squared residual is $1/2$. The only eigenvalue of $H$ is 0, at squared distance 1 from $\mu$, so the bound fails. This $H$ has no orthonormal basis of eigenvectors, and the expansion into nonnegative weights is not available.
